# Free radial Dirac matrices for κ and −κ with exchanged bases have equal spectra when the basis sizes are equal

Let $B$ be a real $n\times k$ matrix, $m$ a real number, and

$$H=\begin{pmatrix} m & B\\ B^{T} & -m\end{pmatrix},\qquad H'=\begin{pmatrix} m & B^{T}\\ B & -m\end{pmatrix}.$$

If $n=k+d$ with $d\ge 0$, the characteristic polynomials satisfy

$$(x+m)^d\,\chi_H(x)=(x-m)^d\,\chi_{H'}(x).$$

For $d=0$ they coincide, so every level of one matrix is a level of the other. For $d>0$ and $m\neq0$ they differ, and the level $E=m$ occurs exactly $d$ more times in $H$ than in $H'$. At energies other than $\pm m$ the multiplicities agree for all basis sizes.

## Two symmetries that share one coupling matrix

In units with $\hbar=c=1$, the free radial Dirac Hamiltonian for the angular quantum number $\kappa$ acts on a large and a small radial function as

$$\begin{pmatrix} m & -\frac{d}{dr}+\frac{\kappa}{r}\\ \frac{d}{dr}+\frac{\kappa}{r} & -m\end{pmatrix}.$$

Expand the large component in $n$ orthonormal functions $f_i$ and the small component in $k$ orthonormal functions $g_j$. The coupling block is

$$B_{ij}=\int f_i\left(-\frac{d}{dr}+\frac{\kappa}{r}\right)g_j\,dr .$$

If the boundary terms vanish, integration by parts shows that the lower left block is $B^T$. This gives $H$.

For $-\kappa$, exchange the two sets, so that the $g_j$ expand the large component and the $f_i$ the small one. The upper right block is then

$$\int g_j\left(-\frac{d}{dr}-\frac{\kappa}{r}\right)f_i\,dr=-B_{ij},$$

with $j$ as the row index, so the block is $-B^T$. Reversing the sign of all small-component functions removes the minus sign and leaves $H'$. The exchange of the sets is a condition of the model: two unrelated bases for $\kappa$ and $-\kappa$ would in general not be described by a single $B$.

## Why a partner can be spurious

A vector $(u,0)$ with $u\neq0$ and $B^Tu=0$ is an eigenvector of $H$ at $E=m$. In $H'$, the eigenvectors at $E=m$ of the form $(w,0)$ need $Bw=0$. For a square $B$ the two null spaces have the same dimension, so a zero mode in one symmetry brings one in the other. If the differential equation with its boundary conditions has such a mode for only one sign of $\kappa$, the matrix model with $n=k$ cannot reproduce this: either it misses the mode, or it has a spurious partner level for the other sign.

This bears on the choice of basis sizes in four-component electronic structure calculations, within the limits of a free-particle radial model in a finite basis. Restricted kinetic balance generates one small-component function from each large-component one, which gives $n=k$ if the generated functions are linearly independent. After the exchange, the sets are in general not balanced for $-\kappa$, so the theorems do not in general compare two kinetically balanced calculations. The theorems use only the sizes and place no balance condition on $B$.

## The result in Lean's terms

The finite types `L` and `S` label the large- and small-component functions, so $n$ is `Fintype.card L` and $k$ is `Fintype.card S`. Either type may be empty. The matrix `diracMatrix m B` is $H$, with rows and columns labelled by the disjoint union `L ⊕ S`. The matrix `diracMatrix m Bᵀ` is $H'$, labelled by `S ⊕ L`, so the exchange of the bases is visible in the types.

The theorems say the following.

- `charpoly_pairing` is the displayed identity, an equality in the polynomial ring `ℝ[X]`. Its hypothesis `hcard` says $n=k+d$. When the small basis is the larger one, the theorem applies with $B^T$ in place of $B$.
- `partner_level` assumes $n=k$ and says that $H$ has a nonzero real eigenvector at $E$ exactly when $H'$ has one.
- `multiplicity_away` says that for $E\neq m$ and $E\neq-m$ the root multiplicities of $E$ in $\chi_H$ and $\chi_{H'}$ are equal, with no condition on $n$ and $k$.
- `multiplicity_at_mass` says that for $m\neq0$ and $n=k+d$ the multiplicity of $E=m$ in $\chi_H$ is that in $\chi_{H'}$ plus $d$.
- `charpoly_eq_iff` says that for $n=k+d$ the two polynomials coincide exactly when $d=0$ or $m=0$.

The parameter $m$ stands for the rest energy, but no theorem requires it to be positive. Orthonormality is built into the definition, which has no overlap matrix. There is no potential: the derivation needs diagonal blocks that are multiples of the identity, and a Coulomb term in general destroys that form.

For $n=k+d$ with $d>0$ and $m\neq0$, the difference at $E=m$ is one of multiplicity. If $Bw=0$ for some $w\neq0$, then $E=m$ is a level of both matrices, and at this energy only the count tells them apart.

## Exchanging the diagonal blocks

Write $a=x-m$ and $b=x+m$, and define the secular matrix

$$M(a,b)=\begin{pmatrix} a\,1_n & -B\\ -B^T & b\,1_k\end{pmatrix}.$$

Since $x1-H=M(a,b)$, we have $\chi_H=\det M(a,b)$. For the other symmetry,

$$x1-H'=\begin{pmatrix} a\,1_k & -B^T\\ -B & b\,1_n\end{pmatrix}.$$

Listing the last $n$ basis functions first, in rows and columns alike, leaves the determinant unchanged and turns this matrix into $M(b,a)$. Hence $\chi_{H'}=\det M(b,a)$.

The two secular matrices are related by a rescaling:

$$M(a,b)\begin{pmatrix} b\,1_n&0\\0&a\,1_k\end{pmatrix}
=\begin{pmatrix} ab\,1_n&-aB\\-bB^T&ab\,1_k\end{pmatrix}
=\begin{pmatrix} a\,1_n&0\\0&b\,1_k\end{pmatrix}M(b,a).$$

Taking determinants gives

$$b^n a^k\,\chi_H=a^n b^k\,\chi_{H'}.$$

No block has been inverted, so the identity holds at every $x$, including $x=\pm m$. With $n=k+d$ it reads

$$(ab)^k\,b^d\,\chi_H=(ab)^k\,a^d\,\chi_{H'}.$$

The polynomial $(ab)^k=(x^2-m^2)^k$ is not the zero polynomial and can be cancelled, which leaves $(x+m)^d\chi_H=(x-m)^d\chi_{H'}$.

## Counting the levels

The multiplicity of a root in a product of nonzero polynomials is the sum of its multiplicities in the factors.

For $E\neq\pm m$, neither $a$ nor $b$ vanishes at $x=E$. The prefactors in $b^na^k\chi_H=a^nb^k\chi_{H'}$ then contribute nothing, and the multiplicities of $E$ in $\chi_H$ and $\chi_{H'}$ are equal.

For $E=m\neq0$, use the cancelled identity. The factor $(x+m)^d$ has the value $(2m)^d\neq0$ at $x=m$ and contributes zero, while $(x-m)^d$ contributes $d$. The multiplicity in $\chi_H$ is therefore $d$ plus that in $\chi_{H'}$.

If the polynomials coincide and $m\neq0$, this count forces $d=0$. Conversely, $d=0$ makes both prefactors equal to 1, and $m=0$ makes both equal to $x^d$, which can be cancelled. In either case $\chi_H=\chi_{H'}$.

Finally, $E$ is a root of the characteristic polynomial of a matrix $A$ exactly when $E1-A$ is singular, that is, when $Av=Ev$ for some $v\neq0$. For $n=k$ the equality of the polynomials thus becomes the pairing of levels.

## The complete Lean file

```lean
import Mathlib

open Matrix Polynomial

namespace DiracBasisPairing

noncomputable section

variable {L S : Type*} [Fintype L] [DecidableEq L] [Fintype S] [DecidableEq S]

/-- The free radial Dirac Hamiltonian in a finite orthonormal basis: mass `m` on the large
components `L`, `-m` on the small components `S`, and the kinetic coupling `B` between them. -/
def diracMatrix {L S : Type*} [DecidableEq L] [DecidableEq S] (m : ℝ) (B : Matrix L S ℝ) :
    Matrix (L ⊕ S) (L ⊕ S) ℝ :=
  Matrix.fromBlocks (m • 1) B Bᵀ (-(m • 1))

/-- The secular matrix with diagonal blocks `a` and `b` and kinetic coupling `-B`. -/
def secularMatrix {L S : Type*} [DecidableEq L] [DecidableEq S] (a b : ℝ[X])
    (B : Matrix L S ℝ) : Matrix (L ⊕ S) (L ⊕ S) ℝ[X] :=
  Matrix.fromBlocks (a • 1) (-(B.map C)) (-(Bᵀ.map C)) (b • 1)

/-- The characteristic polynomial of the Dirac matrix is the secular determinant with diagonal
blocks `x - m` and `x + m`. -/
theorem charpoly_eq_secular (m : ℝ) (B : Matrix L S ℝ) :
    (diracMatrix m B).charpoly = (secularMatrix (X - C m) (X + C m) B).det := by
  unfold Matrix.charpoly
  congr 1
  refine Matrix.ext fun i j => ?_
  rcases i with i | i <;> rcases j with j | j
  · by_cases h : i = j <;> simp [diracMatrix, secularMatrix, h]
  · simp [diracMatrix, secularMatrix]
  · simp [diracMatrix, secularMatrix]
  · by_cases h : i = j <;>
      simp [diracMatrix, secularMatrix, Matrix.diagonal_apply, Matrix.one_apply, h]

/-- Transposing the kinetic coupling has the same effect on the secular determinant as
exchanging its two diagonal blocks. -/
theorem secular_transpose (a b : ℝ[X]) (B : Matrix L S ℝ) :
    (secularMatrix a b Bᵀ).det = (secularMatrix b a B).det := by
  -- list the large components of one problem as the small components of the other
  rw [← Matrix.det_submatrix_equiv_self (Equiv.sumComm L S) (secularMatrix a b Bᵀ)]
  congr 1
  refine Matrix.ext fun i j => ?_
  rcases i with i | i <;> rcases j with j | j <;> rfl

/-- The secular determinants with diagonal blocks `a, b` and `b, a` become equal after
multiplication by powers of `a` and `b` fixed by the two basis sizes. -/
theorem secular_exchange (a b : ℝ[X]) (B : Matrix L S ℝ) :
    b ^ Fintype.card L * a ^ Fintype.card S * (secularMatrix a b B).det =
      a ^ Fintype.card L * b ^ Fintype.card S * (secularMatrix b a B).det := by
  -- rescaling columns of one matrix gives the same result as rescaling rows of the other
  have h : secularMatrix a b B *
        Matrix.fromBlocks (b • (1 : Matrix L L ℝ[X])) 0 0 (a • (1 : Matrix S S ℝ[X])) =
      Matrix.fromBlocks (a • (1 : Matrix L L ℝ[X])) 0 0 (b • (1 : Matrix S S ℝ[X])) *
        secularMatrix b a B := by
    simp [secularMatrix, Matrix.fromBlocks_multiply, smul_smul, mul_comm]
  have hd := congrArg Matrix.det h
  simp only [Matrix.det_mul, Matrix.det_fromBlocks_zero₂₁, Matrix.det_smul, Matrix.det_one,
    mul_one] at hd
  linear_combination hd

/-- If `L` has `d` more elements than `S`, the characteristic polynomials of `H = diracMatrix m B`
and `H' = diracMatrix m Bᵀ` satisfy `(x + m)^d χ_H = (x - m)^d χ_H'`. -/
theorem charpoly_pairing (m : ℝ) (B : Matrix L S ℝ) {d : ℕ}
    (hcard : Fintype.card L = Fintype.card S + d) :
    (X + C m) ^ d * (diracMatrix m B).charpoly =
      (X - C m) ^ d * (diracMatrix m Bᵀ).charpoly := by
  have h := secular_exchange (X - C m) (X + C m) B
  rw [← secular_transpose (X - C m) (X + C m) B, ← charpoly_eq_secular,
    ← charpoly_eq_secular, hcard] at h
  -- cancel the common factor (x² - m²)^k
  apply mul_left_cancel₀ (pow_ne_zero (Fintype.card S)
    (mul_ne_zero (X_sub_C_ne_zero m) (X_add_C_ne_zero m)))
  simp only [pow_add, mul_pow] at h ⊢
  linear_combination h

/-- A matrix has a nonzero eigenvector at energy `E` exactly when `E` is a root of its
characteristic polynomial. -/
theorem level_iff_root {n : Type*} [Fintype n] [DecidableEq n] (A : Matrix n n ℝ) (E : ℝ) :
    (∃ v : n → ℝ, v ≠ 0 ∧ A *ᵥ v = E • v) ↔ A.charpoly.IsRoot E := by
  have hs : ∀ v : n → ℝ, Matrix.scalar n E *ᵥ v = E • v := by
    intro v
    ext i
    simp [Matrix.scalar_apply, Matrix.mulVec_diagonal]
  rw [Polynomial.IsRoot.def, Matrix.eval_charpoly, ← Matrix.exists_mulVec_eq_zero_iff]
  constructor
  · rintro ⟨v, hv, h⟩
    exact ⟨v, hv, by rw [Matrix.sub_mulVec, hs, h, sub_self]⟩
  · rintro ⟨v, hv, h⟩
    rw [Matrix.sub_mulVec, hs, sub_eq_zero] at h
    exact ⟨v, hv, h.symm⟩

/-- If `L` and `S` have equally many elements, `diracMatrix m B` has a nonzero real eigenvector at
`E` exactly when `diracMatrix m Bᵀ` has one. -/
theorem partner_level (m E : ℝ) (B : Matrix L S ℝ)
    (hcard : Fintype.card L = Fintype.card S) :
    (∃ v : L ⊕ S → ℝ, v ≠ 0 ∧ diracMatrix m B *ᵥ v = E • v) ↔
      ∃ w : S ⊕ L → ℝ, w ≠ 0 ∧ diracMatrix m Bᵀ *ᵥ w = E • w := by
  have h := charpoly_pairing m B (d := 0) (by omega)
  rw [pow_zero, pow_zero, one_mul, one_mul] at h
  rw [level_iff_root, level_iff_root, h]

/-- Away from `E = m` and `E = -m`, every energy has the same multiplicity as a root of the
characteristic polynomials for `B` and `Bᵀ`, whatever the basis sizes. -/
theorem multiplicity_away (m E : ℝ) (B : Matrix L S ℝ) (h₁ : E ≠ m) (h₂ : E ≠ -m) :
    (diracMatrix m B).charpoly.rootMultiplicity E =
      (diracMatrix m Bᵀ).charpoly.rootMultiplicity E := by
  have h := secular_exchange (X - C m) (X + C m) B
  rw [← secular_transpose (X - C m) (X + C m) B, ← charpoly_eq_secular,
    ← charpoly_eq_secular] at h
  have ha : E - m ≠ 0 := sub_ne_zero.mpr h₁
  have hb : E + m ≠ 0 := fun h0 => h₂ (by linarith)
  -- the prefactors do not vanish at E
  have r₁ : ¬ ((X + C m) ^ Fintype.card L * (X - C m) ^ Fintype.card S).IsRoot E := by
    intro h0
    apply mul_ne_zero (pow_ne_zero (Fintype.card L) hb) (pow_ne_zero (Fintype.card S) ha)
    simpa only [IsRoot.def, eval_mul, eval_pow, eval_add, eval_sub, eval_X, eval_C] using h0
  have r₂ : ¬ ((X - C m) ^ Fintype.card L * (X + C m) ^ Fintype.card S).IsRoot E := by
    intro h0
    apply mul_ne_zero (pow_ne_zero (Fintype.card L) ha) (pow_ne_zero (Fintype.card S) hb)
    simpa only [IsRoot.def, eval_mul, eval_pow, eval_add, eval_sub, eval_X, eval_C] using h0
  have na := X_sub_C_ne_zero m
  have nb := X_add_C_ne_zero m
  have hr := congrArg (rootMultiplicity E) h
  rw [rootMultiplicity_mul (mul_ne_zero (mul_ne_zero (pow_ne_zero _ nb) (pow_ne_zero _ na))
      (Matrix.charpoly_monic _).ne_zero),
    rootMultiplicity_mul (mul_ne_zero (mul_ne_zero (pow_ne_zero _ na) (pow_ne_zero _ nb))
      (Matrix.charpoly_monic _).ne_zero),
    rootMultiplicity_eq_zero r₁, rootMultiplicity_eq_zero r₂] at hr
  omega

/-- For nonzero `m`, if `L` has `d` more elements than `S`, the multiplicity of the root `m` in the
characteristic polynomial for `B` is that in the one for `Bᵀ` plus `d`. -/
theorem multiplicity_at_mass {m : ℝ} (hm : m ≠ 0) (B : Matrix L S ℝ) {d : ℕ}
    (hcard : Fintype.card L = Fintype.card S + d) :
    (diracMatrix m B).charpoly.rootMultiplicity m =
      (diracMatrix m Bᵀ).charpoly.rootMultiplicity m + d := by
  have r : ¬ ((X + C m) ^ d).IsRoot m := by
    intro h0
    apply pow_ne_zero d (fun h => hm (by linarith) : m + m ≠ 0)
    simpa only [IsRoot.def, eval_pow, eval_add, eval_X, eval_C] using h0
  have h := congrArg (rootMultiplicity m) (charpoly_pairing m B hcard)
  rw [rootMultiplicity_mul (mul_ne_zero (pow_ne_zero _ (X_add_C_ne_zero m))
      (Matrix.charpoly_monic _).ne_zero),
    rootMultiplicity_mul (mul_ne_zero (pow_ne_zero _ (X_sub_C_ne_zero m))
      (Matrix.charpoly_monic _).ne_zero),
    rootMultiplicity_eq_zero r, rootMultiplicity_X_sub_C_pow] at h
  omega

/-- If `L` has `d` more elements than `S`, the characteristic polynomials for `B` and `Bᵀ` coincide
exactly when `d = 0` or `m = 0`. -/
theorem charpoly_eq_iff (m : ℝ) (B : Matrix L S ℝ) {d : ℕ}
    (hcard : Fintype.card L = Fintype.card S + d) :
    (diracMatrix m B).charpoly = (diracMatrix m Bᵀ).charpoly ↔ d = 0 ∨ m = 0 := by
  constructor
  · intro h
    by_cases hm : m = 0
    · exact Or.inr hm
    · have hr := multiplicity_at_mass hm B hcard
      rw [h] at hr
      exact Or.inl (by omega)
  · have h := charpoly_pairing m B hcard
    rintro (hd | hm)
    · rw [hd, pow_zero, pow_zero, one_mul, one_mul] at h
      exact h
    · subst hm
      simp only [map_zero, add_zero, sub_zero] at h
      exact mul_left_cancel₀ (pow_ne_zero d X_ne_zero) h

end

end DiracBasisPairing
```

```lean
#print axioms DiracBasisPairing.partner_level
#print axioms DiracBasisPairing.multiplicity_away
#print axioms DiracBasisPairing.charpoly_eq_iff
```

```
'DiracBasisPairing.partner_level' depends on axioms: [propext, Classical.choice, Quot.sound]
'DiracBasisPairing.multiplicity_away' depends on axioms: [propext, Classical.choice, Quot.sound]
'DiracBasisPairing.charpoly_eq_iff' depends on axioms: [propext, Classical.choice, Quot.sound]
```

## From secular determinants to the pairing identity

`charpoly_eq_secular` identifies $\chi_H$ with $\det M(a,b)$. It compares the two matrices entry by entry in the four blocks. In the diagonal blocks it separates equal from unequal indices, since only the former carry $x\mp m$.

`secular_transpose` is the reordering of the basis. The equivalence `Equiv.sumComm L S` exchanges the two parts of the index set, and `Matrix.det_submatrix_equiv_self` says that relabelling rows and columns together preserves the determinant. After relabelling, the entries agree by definition, so `rfl` closes each block.

`secular_exchange` contains the rescaling. Its intermediate statement `h` is the matrix identity between $M(a,b)$ and $M(b,a)$, proved by block multiplication. Applying the determinant to both sides produces the powers of $a$ and $b$, and `linear_combination hd` puts the factors into the stated order. The lemma holds for arbitrary polynomials $a$ and $b$.

`charpoly_pairing` inserts $a=x-m$ and $b=x+m$, replaces both determinants by characteristic polynomials and substitutes $n=k+d$. The step `mul_left_cancel₀` cancels $(ab)^k$, given that $x-m$ and $x+m$ are nonzero polynomials.

## From polynomials to levels and multiplicities

`level_iff_root` translates between eigenvectors and roots for any real square matrix. It uses `Matrix.exists_mulVec_eq_zero_iff`, by which a determinant vanishes exactly when the matrix annihilates a nonzero vector. `partner_level` takes the pairing identity at $d=0$ and applies this translation on both sides.

`multiplicity_away` starts from the uncancelled identity, which is why it needs no relation between $n$ and $k$. The statements `r₁` and `r₂` say that the two prefactors do not vanish at $E$. `rootMultiplicity_mul` then splits the multiplicities into sums, where the prefactors count zero. The nonzero condition that it requires for the characteristic polynomials holds because they are monic.

`multiplicity_at_mass` makes the same comparison in the cancelled identity. Here `r` says that $(x+m)^d$ does not vanish at $m$, which is where $m\neq0$ enters, and `rootMultiplicity_X_sub_C_pow` supplies the count $d$ for $(x-m)^d$.

`charpoly_eq_iff` follows the argument by hand in both directions. Equality with $m\neq0$ turns the count at $E=m$ into an equation that `omega` solves to give $d=0$. In the converse direction, $d=0$ removes the prefactors, and for $m=0$ the common factor $x^d$ is cancelled.
